# Coupled two-channel Lu–Fano branches have negative slope for a constant reaction matrix

If a Lu–Fano branch could turn upward, counting the levels on it would become unreliable. Take two Rydberg series converging to thresholds $I_0$ and $I_1$, and write $x$ and $t$ for the effective quantum numbers of a bound level in the two channels. Both describe the same energy,

$$E = I_0 - \frac{R}{x^2} = I_1 - \frac{R}{t^2},$$

with $R$ the Rydberg energy, so this relation makes $x$ rise with $t$. The levels lie where the rising curve meets the Lu–Fano curve, which expresses the coupling of the channels. Two rising curves may meet many times, whereas a strictly falling branch meets a rising curve at most once.

The fall is proved below for two closed channels with nonzero coupling and a reaction matrix that does not depend on energy, on open intervals where $\cos\pi x$ and $\cos\pi t$ do not vanish. Within that model it helps in assigning perturbed Rydberg levels in two-channel quantum defect theory. The energy relation above serves as motivation and does not enter the proofs.

```lean
import Mathlib

open Set
open scoped Real Topology Matrix

namespace LuFano

noncomputable section
```

## The quantization matrix and its branches

Let the real symmetric reaction matrix have diagonal entries $a$, $b$ and off-diagonal entry $c$. These constants stand for the short-range interaction of the outer electron with the core, which often varies little over a narrow energy range. Requiring the wave function to decay at large distance in both channels adds a tangent to each diagonal entry:

$$M = \begin{pmatrix} \tan\pi x + a & c\\ c & \tan\pi t + b\end{pmatrix}.$$

```lean
/-- The two-channel quantization matrix: the reaction matrix with diagonal entries `a`, `b` and
coupling `c`, plus the tangents of `π x` and `π t` on the diagonal. Its domain is
`cos (π x) ≠ 0` and `cos (π t) ≠ 0`. -/
def quantizationMatrix (a b c x t : ℝ) : Matrix (Fin 2) (Fin 2) ℝ :=
  !![Real.tan (π * x) + a, c; c, Real.tan (π * t) + b]
```

This matrix is the physical starting point; it is not derived from a Schrödinger equation. Lean's index `0` belongs to the channel of $x$ and index `1` to the channel of $t$. Lean assigns the tangent the value zero at its poles, so statements that omit a cosine condition have their physical meaning only where both cosines are nonzero.

Setting $\det M = 0$ and solving for $x$ gives one function for each integer $n$:

$$x_n(t) = n + \frac1\pi\arctan\!\left(\frac{c^2}{\tan\pi t+b}-a\right).$$

```lean
/-- The arctangent branch with integer label `n` of the Lu-Fano curve. Its domain is
`cos (π t) ≠ 0` and `tan (π t) + b ≠ 0`. -/
def branch (a b c : ℝ) (n : ℤ) (t : ℝ) : ℝ :=
  n + Real.arctan (c ^ 2 / (Real.tan (π * t) + b) - a) / π
```

## Bound levels satisfy the Lu–Fano equation

A bound level needs a nonzero amplitude vector $y=(y_0,y_1)$ with $My=0$. Such a vector exists exactly when $\det M=0$, that is, when

$$(\tan\pi x+a)(\tan\pi t+b)=c^2 .$$

```lean
/-- Some nonzero vector of channel amplitudes is annihilated by the quantization matrix exactly when
the Lu-Fano equation holds. -/
theorem exists_amplitudes_iff (a b c x t : ℝ) :
    (∃ y : Fin 2 → ℝ, y ≠ 0 ∧ quantizationMatrix a b c x t *ᵥ y = 0) ↔
      (Real.tan (π * x) + a) * (Real.tan (π * t) + b) = c ^ 2 := by
  rw [Matrix.exists_mulVec_eq_zero_iff, quantizationMatrix, Matrix.det_fin_two_of]
  constructor <;> intro h <;> linear_combination h
```

The symbol `*ᵥ` is the product of a matrix with a vector. The proof uses the determinant criterion for a nontrivial kernel, expands the $2\times2$ determinant and moves $c^2$ across the equality.

## Differentiating along a branch

Now let $x$ be a function of $t$, with slope $d=x'(t)$, and abbreviate

$$u=\tan\pi x(t)+a,\qquad v=\tan\pi t+b .$$

The product $uv$ equals $c^2$ throughout a neighbourhood of $t$, so its derivative vanishes:

$$\frac{\pi d}{\cos^2\pi x}\,v+u\,\frac{\pi}{\cos^2\pi t}=0 .$$

Cancelling $\pi$ and multiplying by both squared cosines gives

$$d\,v\cos^2\pi t+u\cos^2\pi x=0 .$$

```lean
variable {a b c d t : ℝ} {x : ℝ → ℝ}

/-- Implicit differentiation of the Lu-Fano equation, valid near `t`, relates the slope `d` of
`x` at `t` to the two diagonal entries, if `cos (π x(t))` and `cos (π t)` are nonzero. -/
theorem slope_balance (hx : HasDerivAt x d t)
    (hcx : Real.cos (π * x t) ≠ 0) (hct : Real.cos (π * t) ≠ 0)
    (h : ∀ᶠ s in 𝓝 t, (Real.tan (π * x s) + a) * (Real.tan (π * s) + b) = c ^ 2) :
    d * (Real.tan (π * t) + b) * Real.cos (π * t) ^ 2
      + (Real.tan (π * x t) + a) * Real.cos (π * x t) ^ 2 = 0 := by
  have h1 : HasDerivAt (fun s => Real.tan (π * x s))
      (1 / Real.cos (π * x t) ^ 2 * (π * d)) t := by
    have hi : HasDerivAt (fun s => π * x s) (π * d) t := hx.const_mul π
    have ho : HasDerivAt Real.tan (1 / Real.cos (π * x t) ^ 2) ((fun s => π * x s) t) :=
      Real.hasDerivAt_tan hcx
    have hcomp := HasDerivAt.comp t ho hi
    exact hcomp
  have h2 : HasDerivAt (fun s => Real.tan (π * s))
      (1 / Real.cos (π * t) ^ 2 * (π * 1)) t :=
    (Real.hasDerivAt_tan hct).comp t ((hasDerivAt_id' t).const_mul π)
  have h3 := (h1.add_const a).fun_mul (h2.add_const b)
  -- the product is locally constant, so its derivative vanishes
  have h4 := h3.unique ((hasDerivAt_const t (c ^ 2)).congr_of_eventuallyEq h)
  have B : d * (Real.tan (π * t) + b) / Real.cos (π * x t) ^ 2
      + (Real.tan (π * x t) + a) / Real.cos (π * t) ^ 2 = 0 := by
    apply mul_left_cancel₀ Real.pi_ne_zero
    linear_combination h4
  rw [div_add_div _ _ (pow_ne_zero 2 hcx) (pow_ne_zero 2 hct), div_eq_zero_iff] at B
  rcases B with B | B
  · linear_combination B
  · exact absurd B (mul_ne_zero (pow_ne_zero 2 hcx) (pow_ne_zero 2 hct))
```

The hypothesis `HasDerivAt x d t` says that $x$ has derivative $d$ at $t$. The quantifier `∀ᶠ s in 𝓝 t` says that the equation holds for all $s$ near $t$; equality at the single point $t$ would not permit differentiation.

In the proof, `h1` and `h2` are the chain rule for the two tangents, and `h3` is the product rule. A function has only one derivative at a point, so `h4` equates the result of the product rule with the zero derivative of a constant. The remaining lines cancel $\pi$ and clear the denominators.

The constancy of $a$, $b$ and $c$ enters here. If they varied with $t$, their derivatives would add further terms.

## The slope as a ratio of channel amplitudes

The two rows of $My=0$ read

$$u\,y_0=-c\,y_1,\qquad v\,y_1=-c\,y_0 .$$

Multiply the differentiated equation by $y_0y_1$ and insert these rows:

$$-c\left(d\,y_0^2\cos^2\pi t+y_1^2\cos^2\pi x\right)=0 .$$

Since $c\neq0$, division by $-c$ and by the squared cosines yields

$$d\left(\frac{y_0}{\cos\pi x}\right)^2=-\left(\frac{y_1}{\cos\pi t}\right)^2 .$$

```lean
/-- Let the coupling and both cosines be nonzero, and divide each channel amplitude by the cosine of
its channel. The slope of a Lu-Fano branch times the square of the quotient for channel `0` is minus
the square of the quotient for channel `1`. -/
theorem slope_amplitudes (hx : HasDerivAt x d t) (hc : c ≠ 0)
    (hcx : Real.cos (π * x t) ≠ 0) (hct : Real.cos (π * t) ≠ 0)
    (h : ∀ᶠ s in 𝓝 t, (Real.tan (π * x s) + a) * (Real.tan (π * s) + b) = c ^ 2)
    {y : Fin 2 → ℝ} (hy : quantizationMatrix a b c (x t) t *ᵥ y = 0) :
    d * (y 0 / Real.cos (π * x t)) ^ 2 = -(y 1 / Real.cos (π * t)) ^ 2 := by
  have B := slope_balance hx hcx hct h
  have r1 : (Real.tan (π * x t) + a) * y 0 + c * y 1 = 0 := by
    simpa [quantizationMatrix, Matrix.mulVec, dotProduct, Fin.sum_univ_two] using congrFun hy 0
  have r2 : c * y 0 + (Real.tan (π * t) + b) * y 1 = 0 := by
    simpa [quantizationMatrix, Matrix.mulVec, dotProduct, Fin.sum_univ_two] using congrFun hy 1
  rw [div_pow, div_pow, ← neg_div, ← mul_div_assoc,
    div_eq_div_iff (pow_ne_zero 2 hcx) (pow_ne_zero 2 hct)]
  -- the two channel equations eliminate the diagonal entries
  apply mul_left_cancel₀ hc
  linear_combination (-(y 0 * y 1)) * B + d * y 0 * Real.cos (π * t) ^ 2 * r2
    + y 1 * Real.cos (π * x t) ^ 2 * r1
```

The equalities `r1` and `r2` are the two rows, and the final `linear_combination` carries out the elimination. The vector `y` is not normalised, and may even be zero, in which case the identity is trivial.

For a nonzero $y$, put $z_0=y_0/\cos\pi x$ and $z_1=y_1/\cos\pi t$. For Coulomb functions normalised per unit energy, these are, up to sign, the coefficients of the decaying channel functions. Scaled so that $z_0^2+z_1^2=1$, they satisfy

$$z_0^2=\frac{1}{1-d},\qquad z_1^2=\frac{-d}{1-d}.$$

A steep branch therefore has most of this squared weight in channel 1, and a flat one has most of it in channel 0. These weights are not channel probabilities, because the squared norms of the decaying functions grow roughly as $x^3$ and $t^3$.

## A closed formula for the slope

The amplitudes can be eliminated altogether. Because $uv=c^2\neq0$, the factor $v$ is nonzero. Multiplying the differentiated equation by $v$ and replacing $uv$ by $c^2$ gives

$$d\,v^2\cos^2\pi t+c^2\cos^2\pi x=0,$$

and hence

$$d=-\left(\frac{c\cos\pi x}{(\tan\pi t+b)\cos\pi t}\right)^2 .$$

```lean
/-- For nonzero coupling and nonzero cosines, the slope of a Lu-Fano branch is minus the
square of an explicit nonzero number. -/
theorem slope_formula (hx : HasDerivAt x d t) (hc : c ≠ 0)
    (hcx : Real.cos (π * x t) ≠ 0) (hct : Real.cos (π * t) ≠ 0)
    (h : ∀ᶠ s in 𝓝 t, (Real.tan (π * x s) + a) * (Real.tan (π * s) + b) = c ^ 2) :
    c * Real.cos (π * x t) / ((Real.tan (π * t) + b) * Real.cos (π * t)) ≠ 0 ∧
    d = -(c * Real.cos (π * x t) / ((Real.tan (π * t) + b) * Real.cos (π * t))) ^ 2 := by
  have B := slope_balance hx hcx hct h
  have h0 := h.self_of_nhds
  have hP : Real.tan (π * t) + b ≠ 0 := by
    intro hz
    rw [hz, mul_zero] at h0
    exact pow_ne_zero 2 hc h0.symm
  have hD := mul_ne_zero hP hct
  refine ⟨div_ne_zero (mul_ne_zero hc hcx) hD, ?_⟩
  rw [div_pow, ← neg_div, eq_div_iff (pow_ne_zero 2 hD)]
  linear_combination (Real.tan (π * t) + b) * B - Real.cos (π * x t) ^ 2 * h0
```

The theorem has two parts: the number inside the square is nonzero, and $d$ is minus its square. The first part is what makes the slope strictly negative. In the proof, `h0` is the Lu–Fano equation at $t$ itself, and `hP` is the derived fact $v\neq0$.

## Strict decrease on an interval

Suppose the equation and both cosine conditions hold at every point of $(\alpha,\beta)$, and $x$ is differentiable there. Each point has a neighbourhood inside the interval, so the slope formula applies and $x'(t)<0$ throughout. For $s<t$ in the interval, the mean value theorem supplies a point $\xi$ between them with

$$x(t)-x(s)=x'(\xi)(t-s)<0 .$$

```lean
/-- A differentiable solution of the Lu-Fano equation with nonzero coupling, on an open interval
where both cosines are nonzero, has negative slope everywhere and strictly decreases. -/
theorem branch_strictly_decreases {α β : ℝ} (hx : DifferentiableOn ℝ x (Ioo α β)) (hc : c ≠ 0)
    (hcx : ∀ t ∈ Ioo α β, Real.cos (π * x t) ≠ 0)
    (hct : ∀ t ∈ Ioo α β, Real.cos (π * t) ≠ 0)
    (h : ∀ t ∈ Ioo α β, (Real.tan (π * x t) + a) * (Real.tan (π * t) + b) = c ^ 2) :
    (∀ t ∈ Ioo α β, deriv x t < 0) ∧ StrictAntiOn x (Ioo α β) := by
  have hneg : ∀ t ∈ Ioo α β, deriv x t < 0 := by
    intro t ht
    have hn : Ioo α β ∈ 𝓝 t := Ioo_mem_nhds ht.1 ht.2
    obtain ⟨hne, hd⟩ := slope_formula (hx.differentiableAt hn).hasDerivAt hc
      (hcx t ht) (hct t ht) (Filter.eventually_of_mem hn h)
    rw [hd]
    exact neg_lt_zero.mpr (lt_of_le_of_ne (sq_nonneg _) (Ne.symm (pow_ne_zero 2 hne)))
  refine ⟨hneg, strictAntiOn_of_deriv_neg (convex_Ioo α β) hx.continuousOn ?_⟩
  rw [interior_Ioo]
  exact hneg
```

`Ioo α β` is the open interval, `deriv x t` is $x'(t)$, and `StrictAntiOn` says that $s<t$ implies $x(t)<x(s)$ for points of the interval. The proof first establishes `hneg`, the sign at each point, and then passes it to Mathlib's monotonicity criterion, which takes the place of the mean value argument.

The result concerns one interval at a time. Since $\cos\pi t$ vanishes at half-integers, a nonempty interval of this kind lies between two neighbouring half-integers. The function $x_n$ also jumps up by one where $\tan\pi t+b$ passes through zero, and no admissible interval contains such a point when $c\neq0$.

The sign belongs to the convention that $x$ is an effective quantum number. Plotting the quantum defect $n-x$, with $n$ a fixed integer, turns the same branch into a rising one.

## The arctangent functions solve the equation

For the explicit functions,

$$\pi x_n(t)=\arctan\!\left(\frac{c^2}{v}-a\right)+n\pi .$$

The tangent has period $\pi$, so $\tan\pi x_n+a=c^2/v$, and multiplying by $v$ gives the Lu–Fano equation. The cosine of an arctangent is positive, and adding $n\pi$ changes at most its sign, so $\cos\pi x_n\neq0$. Differentiability follows by composition wherever $\cos\pi t$ and $v$ are nonzero.

```lean
/-- Where `cos (π t)` and `tan (π t) + b` are nonzero, each arctangent branch is differentiable,
has nonzero `cos (π x)` and solves the Lu-Fano equation. -/
theorem branch_witness (a c : ℝ) (n : ℤ) (hct : Real.cos (π * t) ≠ 0)
    (hb : Real.tan (π * t) + b ≠ 0) :
    DifferentiableAt ℝ (branch a b c n) t ∧ Real.cos (π * branch a b c n t) ≠ 0 ∧
      (Real.tan (π * branch a b c n t) + a) * (Real.tan (π * t) + b) = c ^ 2 := by
  have e : π * branch a b c n t
      = Real.arctan (c ^ 2 / (Real.tan (π * t) + b) - a) + n * π := by
    rw [branch, mul_add, mul_div_assoc', mul_div_cancel_left₀ _ Real.pi_ne_zero]
    ring
  refine ⟨?_, ?_, ?_⟩
  · have hT : DifferentiableAt ℝ (fun s => Real.tan (π * s)) t :=
      ((Real.hasDerivAt_tan hct).comp t ((hasDerivAt_id' t).const_mul π)).differentiableAt
    have hq : DifferentiableAt ℝ (fun s => c ^ 2 / (Real.tan (π * s) + b) - a) t :=
      ((differentiableAt_const (c ^ 2)).div (hT.add_const b) hb).sub_const a
    exact (hq.arctan.div_const π).const_add (n : ℝ)
  · rw [e, Real.cos_add_int_mul_pi]
    exact mul_ne_zero (zpow_ne_zero _ (by norm_num)) (Real.cos_arctan_pos _).ne'
  · rw [e, Real.tan_add_int_mul_pi, Real.tan_arctan, sub_add_cancel, div_mul_cancel₀ _ hb]
```

The equality `e` is the displayed formula for $\pi x_n$, and the three bullets prove differentiability, the nonzero cosine and the equation. With $c\neq0$, these functions meet the assumptions of the monotonicity theorem on every open interval where $\cos\pi t$ and $v$ are nonzero.

## Every coupled solution lies on such a branch

Conversely, let a number $z$ with $\cos\pi z\neq0$ solve the equation at $t$, with $c\neq0$. Then $v\neq0$, and with $\theta=\arctan(c^2/v-a)$ we have $\tan\pi z=\tan\theta$. Cross-multiplying sines and cosines gives

$$\sin(\pi z-\theta)=0 .$$

So $\pi z-\theta=n\pi$ for some integer $n$, which is $z=x_n(t)$.

```lean
/-- For nonzero coupling, every solution `z` of the Lu-Fano equation at `t` with nonzero
`cos (π z)` lies on an arctangent branch. -/
theorem exists_branch {z : ℝ} (hc : c ≠ 0) (hz : Real.cos (π * z) ≠ 0)
    (h : (Real.tan (π * z) + a) * (Real.tan (π * t) + b) = c ^ 2) :
    ∃ n : ℤ, z = branch a b c n t := by
  have hP : Real.tan (π * t) + b ≠ 0 := by
    intro h0
    rw [h0, mul_zero] at h
    exact pow_ne_zero 2 hc h.symm
  have hq := (eq_div_iff hP).mpr h
  unfold branch
  generalize c ^ 2 / (Real.tan (π * t) + b) = q at hq ⊢
  have hu : Real.tan (π * z) = Real.tan (Real.arctan (q - a)) := by
    rw [Real.tan_arctan]
    linarith
  rw [Real.tan_eq_sin_div_cos (π * z), Real.tan_eq_sin_div_cos (Real.arctan (q - a)),
    div_eq_div_iff hz (Real.cos_arctan_pos _).ne'] at hu
  -- equal tangents differ in angle by an integer multiple of π
  have hs : Real.sin (π * z - Real.arctan (q - a)) = 0 := by
    rw [Real.sin_sub]
    linear_combination hu
  obtain ⟨n, hn⟩ := Real.sin_eq_zero_iff.mp hs
  refine ⟨n, ?_⟩
  have hdiv : Real.arctan (q - a) / π = z - n := by
    rw [div_eq_iff Real.pi_ne_zero]
    linear_combination hn
  rw [hdiv]
  ring
```

In the code `q` stands for $c^2/v$, `hu` is the equality of tangents and `hs` the vanishing sine. The integer is found for one point at a time; the theorem does not say that a single $n$ serves a whole interval.

## Without coupling the branch is flat

When $c=0$ the equation is $uv=0$. If $v\neq0$, then $u=0$, and the differentiated equation reduces to

$$d\,v\cos^2\pi t=0,$$

so $d=0$. Physically, the series in channel 0 keeps a constant quantum defect, undisturbed by the other channel. Strict decrease therefore does require coupling.

```lean
/-- Without coupling, a differentiable solution has zero slope at `t` if both cosines and
`tan (π t) + b` are nonzero there. -/
theorem uncoupled_slope (hx : HasDerivAt x d t)
    (hcx : Real.cos (π * x t) ≠ 0) (hct : Real.cos (π * t) ≠ 0)
    (hb : Real.tan (π * t) + b ≠ 0)
    (h : ∀ᶠ s in 𝓝 t, (Real.tan (π * x s) + a) * (Real.tan (π * s) + b) = 0 ^ 2) :
    d = 0 := by
  have B := slope_balance hx hcx hct h
  have h0 : (Real.tan (π * x t) + a) * (Real.tan (π * t) + b) = 0 := by
    linear_combination h.self_of_nhds
  have hQ := (mul_eq_zero.mp h0).resolve_right hb
  rw [hQ, zero_mul, add_zero, mul_assoc] at B
  exact (mul_eq_zero.mp B).resolve_right (mul_ne_zero hb (pow_ne_zero 2 hct))

end

end LuFano
```

The proof applies `slope_balance` with $c=0$, which is why the right-hand side of the hypothesis appears as `0 ^ 2`. The equality `hQ` is $u=0$, and the last line removes the nonzero factor $v\cos^2\pi t$.

```lean
#print axioms LuFano.slope_amplitudes
-- 'LuFano.slope_amplitudes' depends on axioms: [propext, Classical.choice, Quot.sound]
#print axioms LuFano.branch_strictly_decreases
-- 'LuFano.branch_strictly_decreases' depends on axioms: [propext, Classical.choice, Quot.sound]
#print axioms LuFano.exists_branch
-- 'LuFano.exists_branch' depends on axioms: [propext, Classical.choice, Quot.sound]
#print axioms LuFano.uncoupled_slope
-- 'LuFano.uncoupled_slope' depends on axioms: [propext, Classical.choice, Quot.sound]
```
